# The R⁻⁸ term produced by displacing the centre of an R⁻⁶ dispersion energy

The theorem `tendsto_second_order` concerns a pure dispersion energy −C₆/r⁶, where r is measured from a centre at a fixed displacement d from the origin, in a real inner product space and with C₆ any real number. Along a unit direction n, at distance R from the origin, it states that once the terms −C₆/R⁶ and −6C₆⟨n,d⟩/R⁷ are removed, R⁸ times the remaining energy tends to −C₆(24⟨n,d⟩² − 3‖d‖²) as R → ∞. The proof writes this rescaled remainder as a rational function `F` of 1/R, shows that `F` is continuous at 0, and takes the limit to be `F 0`. The two expressions are matched for R > ‖d‖, where the point cannot meet the displaced centre.

As first written in Lean, the proof fails:

```lean
import Mathlib

open Filter Topology

namespace DispersionOriginShift

noncomputable section

variable {E : Type*} [NormedAddCommGroup E] [InnerProductSpace ℝ E]

/-- Dispersion energy `-C6 / r^6` at the point `R n`, with the interaction centre displaced to `d`;
the physical domain is `R n ≠ d`, and Lean's division by zero gives the value 0 at `R n = d`. -/
def shiftedEnergy (C6 : ℝ) (n d : E) (R : ℝ) : ℝ := -C6 / ‖R • n - d‖ ^ 6

/-- The coefficient `C7 = 6 C6 ⟨n, d⟩` for direction `n` and displacement `d`. -/
def inducedC7 (C6 : ℝ) (n d : E) : ℝ := 6 * C6 * inner ℝ n d

/-- The coefficient `C8 = C6 (24 ⟨n, d⟩² - 3 ‖d‖²)` for direction `n` and displacement `d`. -/
def inducedC8 (C6 : ℝ) (n d : E) : ℝ :=
  C6 * (24 * (inner ℝ n d) ^ 2 - 3 * ‖d‖ ^ 2)

/-- Squared distance from the displaced centre to the point at distance `R` along a unit
direction `n`. -/
theorem shifted_distance_sq (n d : E) (hn : ‖n‖ = 1) (R : ℝ) :
    ‖R • n - d‖ ^ 2 = R ^ 2 - 2 * R * inner ℝ n d + ‖d‖ ^ 2 := by
  rw [norm_sub_sq_real, norm_smul, hn, real_inner_smul_left, mul_one, Real.norm_eq_abs, sq_abs]
  ring

/-- `R^8` times what is left of `-C / P^3` once its `R⁻⁶` and `R⁻⁷` terms are removed, as an exact
rational function of `1/R`; here `P = R² - 2 R a + q` plays the part of the squared distance. -/
theorem exact_remainder (C a q R P : ℝ) (hR : R ≠ 0) (hP : P ≠ 0)
    (h : P = R ^ 2 - 2 * R * a + q) :
    -C * (-3 * q + (q * R⁻¹ - 2 * a) ^ 2 * (6 + 8 * (R⁻¹ * (q * R⁻¹ - 2 * a))
      + 3 * (R⁻¹ * (q * R⁻¹ - 2 * a)) ^ 2) / (1 + R⁻¹ * (q * R⁻¹ - 2 * a)) ^ 3)
      = R ^ 8 * (-C / P ^ 3 + C / R ^ 6 + 6 * C * a / R ^ 7) := by
  have hq : q = P - R ^ 2 + 2 * R * a := by linarith
  have hu : 1 + R⁻¹ * (q * R⁻¹ - 2 * a) = P / R ^ 2 := by
    rw [hq]
    field_simp
    ring
  rw [hu, hq]
  field_simp
  ring

/-- After the `C6` and `C7` terms are removed, the shifted energy times `R^8` tends to `-C8`
along every unit direction. -/
theorem tendsto_second_order (C6 : ℝ) (n d : E) (hn : ‖n‖ = 1) :
    Tendsto (fun R : ℝ => R ^ 8 *
      (shiftedEnergy C6 n d R + C6 / R ^ 6 + inducedC7 C6 n d / R ^ 7))
      atTop (𝓝 (-inducedC8 C6 n d)) := by
  let a : ℝ := inner ℝ n d
  let q : ℝ := ‖d‖ ^ 2
  let F : ℝ → ℝ := fun x => -C6 * (-3 * q + (q * x - 2 * a) ^ 2 *
    (6 + 8 * (x * (q * x - 2 * a)) + 3 * (x * (q * x - 2 * a)) ^ 2) /
      (1 + x * (q * x - 2 * a)) ^ 3)
  -- the rational function of 1/R is continuous at infinite separation
  have hF : ContinuousAt F 0 := by
    refine ContinuousAt.mul continuousAt_const (ContinuousAt.add continuousAt_const ?_)
    exact ContinuousAt.div (by fun_prop) (by fun_prop) (by simp)
  have h0 : F 0 = -inducedC8 C6 n d := by
    simp only [F, a, q, inducedC8]
    norm_num
    ring
  have hlim : Tendsto (fun R : ℝ => F R⁻¹) atTop (𝓝 (-inducedC8 C6 n d)) := by
    rw [← h0]
    exact hF.tendsto.comp tendsto_inv_atTop_zero
  refine hlim.congr' ?_
  filter_upwards [eventually_gt_atTop ‖d‖] with R hR
  have hRpos : 0 < R := lt_of_le_of_lt (norm_nonneg d) hR
  -- beyond ‖d‖ the point cannot coincide with the displaced centre
  have hne : ‖R • n - d‖ ≠ 0 := by
    intro h
    have h1 : R • n = d := sub_eq_zero.mp (norm_eq_zero.mp h)
    have h2 : ‖d‖ = R := by
      rw [← h1, norm_smul, hn, mul_one, Real.norm_eq_abs, abs_of_pos hRpos]
    linarith
  have h6 : ‖R • n - d‖ ^ 6 = (‖R • n - d‖ ^ 2) ^ 3 := by ring
  unfold shiftedEnergy inducedC7
  rw [h6]
  exact exact_remainder C6 a q R _ hRpos.ne' (pow_ne_zero 2 hne)
    (shifted_distance_sq n d hn R)

end

end DispersionOriginShift
```

The error:

```
Try this:
  [apply] ring_nf
  
  The `ring` tactic failed to close the goal. Use `ring_nf` to obtain a normal form.
    
  Note that `ring` works primarily in *commutative* rings. If you have a noncommutative ring, abelian group or module, consider using `noncomm_ring`, `abel` or `module` instead.
Main.lean:60:39: error: unsolved goals
E : Type u_1
inst✝¹ : NormedAddCommGroup E
inst✝ : InnerProductSpace ℝ E
C6 : ℝ
n d : E
hn : ‖n‖ = 1
a : ℝ := inner ℝ n d
q : ℝ := ‖d‖ ^ 2
F : ℝ → ℝ :=
  fun x =>
    -C6 *
      (-3 * q +
        (q * x - 2 * a) ^ 2 * (6 + 8 * (x * (q * x - 2 * a)) + 3 * (x * (q * x - 2 * a)) ^ 2) /
          (1 + x * (q * x - 2 * a)) ^ 3)
hF : ContinuousAt F 0
⊢ True ∨ C6 = 0
```

The change, after which it compiles:

```diff
@@ -59,6 +59,5 @@
     exact ContinuousAt.div (by fun_prop) (by fun_prop) (by simp)
   have h0 : F 0 = -inducedC8 C6 n d := by
-    simp only [F, a, q, inducedC8]
-    norm_num
+    simp only [F, a, q, inducedC8, mul_zero, zero_mul, add_zero, one_pow, div_one]
     ring
   have hlim : Tendsto (fun R : ℝ => F R⁻¹) atTop (𝓝 (-inducedC8 C6 n d)) := by
```

Diagnosis. The error lies in `h0`, which says that `F 0` equals the claimed limit. Both sides of that equation carry the factor `C6`. `norm_num` does more than put in the zeros: it also simplifies the equation by cancelling this common factor. Since `C6` may be zero, cancellation gives a disjunction: either the remaining factors are equal, or `C6 = 0`.

`ring` proves equations, not disjunctions, so it failed to close the goal and fell back on `ring_nf`. That reduced the first alternative to `True` but left `True ∨ C6 = 0` unproved. The "Try this" message reports the fallback; the goal left over is trivially true, so the algebra was sound.

The repair drops `norm_num` and gives `simp only` the lemmas `mul_zero`, `zero_mul`, `add_zero`, `one_pow` and `div_one`. These clear the products with zero and reduce the denominator to 1, but don't cancel `C6`. The goal stays a polynomial equation, which `ring` proves.
